# A plane wave on the integer lattice is an eigenfunction of a symmetric finite-range stencil, with a cosine polynomial as eigenvalue

On the infinite one-dimensional lattice of unit spacing, a stencil with real coefficients `a 0`, ..., `a N` takes a complex function u to the sum over j from 0 to N of (a_j/2)(u(n+j) + u(n−j)). The theorem `stencil_planeWave` states that, for every real wavenumber t, applying this stencil to the unnormalised plane wave exp(itn) multiplies it by the sum of a_j cos(jt) over the same j. The attempt compares the two sides term by term in j. In `e1` and `e2` it factors the plane wave at n+j and n−j into its value at n times a phase, and it then means to substitute these and write the cosine as a combination of exponentials.

The failing Lean file:

```lean
import Mathlib

open Real Finset Filter Topology

namespace FullBandKineticFit

noncomputable section

/-- The symmetric stencil on the unit grid with on-site weight `a 0` and weight `a j / 2` on
each of the two neighbours at distance `j`, for `1 ≤ j ≤ N`. -/
def stencil (N : ℕ) (a : ℕ → ℝ) (u : ℤ → ℂ) (n : ℤ) : ℂ :=
  ∑ j ∈ range (N + 1), (a j : ℂ) / 2 * (u (n + j) + u (n - j))

/-- The symbol of the stencil: the cosine polynomial with coefficients `a 0, ..., a N`. -/
def stencilSymbol (N : ℕ) (a : ℕ → ℝ) (t : ℝ) : ℝ :=
  ∑ j ∈ range (N + 1), a j * Real.cos (j * t)

/-- A plane wave of wavenumber `t` is multiplied by the symbol when the stencil acts on it. -/
theorem stencil_planeWave (N : ℕ) (a : ℕ → ℝ) (t : ℝ) (n : ℤ) :
    stencil N a (fun m => Complex.exp (Complex.I * t * m)) n =
      stencilSymbol N a t * Complex.exp (Complex.I * t * n) := by
  unfold stencil stencilSymbol
  rw [Complex.ofReal_sum, Finset.sum_mul]
  refine Finset.sum_congr rfl fun j _ => ?_
  have e1 : Complex.exp (Complex.I * t * ((n + j : ℤ) : ℂ)) =
      Complex.exp (Complex.I * t * n) * Complex.exp ((j * t : ℂ) * Complex.I) := by
    rw [← Complex.exp_add]; congr 1; push_cast; ring
  have e2 : Complex.exp (Complex.I * t * ((n - j : ℤ) : ℂ)) =
      Complex.exp (Complex.I * t * n) * Complex.exp (-(j * t : ℂ) * Complex.I) := by
    rw [← Complex.exp_add]; congr 1; push_cast; ring
  rw [e1, e2]
  push_cast
  rw [Complex.cos]
  ring

end

end FullBandKineticFit
```

Compiling this gives:

```
Main.lean:31:6: error: Tactic `rewrite` failed: Did not find an occurrence of the pattern
  Complex.exp (Complex.I * ↑t * ↑(n + ↑j))
in the target expression
  ↑(a j) / 2 *
      ((fun m => Complex.exp (Complex.I * ↑t * ↑m)) (n + ↑j) + (fun m => Complex.exp (Complex.I * ↑t * ↑m)) (n - ↑j)) =
    ↑(a j * cos (↑j * t)) * Complex.exp (Complex.I * ↑t * ↑n)

N : ℕ
a : ℕ → ℝ
t : ℝ
n : ℤ
j : ℕ
x✝ : j ∈ range (N + 1)
e1 : Complex.exp (Complex.I * ↑t * ↑(n + ↑j)) = Complex.exp (Complex.I * ↑t * ↑n) * Complex.exp (↑j * ↑t * Complex.I)
e2 : Complex.exp (Complex.I * ↑t * ↑(n - ↑j)) = Complex.exp (Complex.I * ↑t * ↑n) * Complex.exp (-(↑j * ↑t) * Complex.I)
⊢ ↑(a j) / 2 *
      ((fun m => Complex.exp (Complex.I * ↑t * ↑m)) (n + ↑j) + (fun m => Complex.exp (Complex.I * ↑t * ↑m)) (n - ↑j)) =
    ↑(a j * cos (↑j * t)) * Complex.exp (Complex.I * ↑t * ↑n)
```

Cause. The message says that `rw [e1, e2]` could not find the left side of `e1`, the exponential at `n + ↑j`, in the goal. The printed goal shows why. The plane wave was passed to `stencil` as a function, and there it still stands as `fun m => ...` applied to `n + ↑j` and to `n - ↑j`, with the arguments not yet put in place of `m`. The two forms are equal by definition, but `rw` looks for a matching expression and does not carry out this substitution in the goal before it searches. The exponentials inside the functions contain the bound variable `m`, and the one on the right-hand side contains `n`, so none of them matches.

The one added line, `beta_reduce`, puts the arguments in place of `m`. The exponentials at `n + ↑j` and `n - ↑j` then appear explicitly, `e1` and `e2` can both be rewritten, and the rest of the proof goes through unchanged.

Fix (accepted with no message):

```diff
@@ -29,4 +29,5 @@
       Complex.exp (Complex.I * t * n) * Complex.exp (-(j * t : ℂ) * Complex.I) := by
     rw [← Complex.exp_add]; congr 1; push_cast; ring
+  beta_reduce
   rw [e1, e2]
   push_cast
```
